# Planck's differential equation and equipartition together fix the oscillator energy (w/2) coth(w/(2T))

Q: Let me start with the classical oscillator. Its mean energy E at temperature T, with k_B = 1, obeys T²E' = E². For E > 0 this reads

(1/E)' = −1/T², so 1/E = 1/T + b, so T/E = 1 + bT.

Equipartition, E/T → 1 as T → ∞, forces b = 0 and E = T. What changes for a quantum oscillator?

A: The equation gains one term, and the high-temperature limit still selects one curve from a family. For an oscillator of quantum w > 0 (that is ħω, with ħ = 1), and with the zero-point energy w/2 included in E, Planck's equation is

T²E' = E² − w²/4.

The problem is to find every mean energy that obeys it and approaches equipartition. The left side is the canonical energy variance. With E = w(n + 1/2), where n is the mean occupation, the right side is w²n(n + 1).

In Lean 4 with Mathlib:

```lean
import Mathlib

open Filter Topology

namespace PlanckDifferentialEquation

noncomputable section

/-- Planck's differential equation `T² E' = E² - w²/4` for the mean energy of an oscillator
of quantum `w`, at all temperatures `T > 0` (units with `ħ = k_B = 1`). -/
def PlanckEquation (w : ℝ) (E : ℝ → ℝ) : Prop :=
  ∀ T : ℝ, 0 < T → HasDerivAt E ((E T ^ 2 - w ^ 2 / 4) / T ^ 2) T
```

Q: So the physics is put in by hand?

A: The fluctuation law is, yes. It is assumed here, not derived from the level spectrum, and whether a real vibration obeys it is a separate question: an anharmonic one generally does not. `HasDerivAt` says that E is differentiable at T with the stated slope, and this is required at every T > 0. Values at T ≤ 0 play no role.

The candidate solution includes the zero-point energy w/2. The second definition shifts the argument of coth by a constant c, which does the job of your b.

```lean
/-- The thermal energy `(w/2) coth(w/(2T))` of an oscillator, zero-point energy included,
for `w ≠ 0` and `T ≠ 0`. -/
def planckEnergy (w T : ℝ) : ℝ :=
  w / 2 * (Real.cosh (w / (2 * T)) / Real.sinh (w / (2 * T)))

/-- The shifted law `(w/2) coth(w/(2T) + c)`, for `T ≠ 0` and `w/(2T) + c ≠ 0`. -/
def shiftedEnergy (w c T : ℝ) : ℝ :=
  w / 2 * (Real.cosh (w / (2 * T) + c) / Real.sinh (w / (2 * T) + c))
```

Q: I would separate variables, but that divides by E² − w²/4. Don't you have to assume E > w/2?

A: No, because the division can be avoided. For a = w or a = −w, set

f_a(T) = (E(T) − a/2) exp(a/(2T)).

The exponent has derivative −a/(2T²), and E' = (E − a/2)(E + a/2)/T². Hence

f_a' = (E − a/2)(E + a/2 − a/2) exp(a/(2T))/T² = (E/T²) f_a.

For a given solution E the rate E/T² is a fixed function of T, so both functions obey the same linear law. Two small lemmas supply the derivative of w/(2T) and its limit 0 at high temperature.

```lean
/-- The reduced inverse temperature `w/(2T)` has derivative `-w/(2T²)` at `T ≠ 0`. -/
theorem hasDerivAt_reduced (w : ℝ) {T : ℝ} (hT : T ≠ 0) :
    HasDerivAt (fun s : ℝ => w / (2 * s)) (-(w / (2 * T ^ 2))) T := by
  have e : (fun s : ℝ => w / (2 * s)) = fun s => w / 2 * s⁻¹ := by
    funext s
    ring
  rw [e]
  exact ((hasDerivAt_inv hT).const_mul (w / 2)).congr_deriv (by ring)

/-- The reduced inverse temperature `w/(2T)` vanishes in the high-temperature limit. -/
theorem tendsto_reduced (w : ℝ) :
    Tendsto (fun T : ℝ => w / (2 * T)) atTop (𝓝 0) :=
  tendsto_const_nhds.div_atTop (tendsto_id.const_mul_atTop (by norm_num : (0 : ℝ) < 2))
```

Q: And what do two solutions of one linear law have to do with each other?

A: They are proportional. Let H be an antiderivative of the rate E/T². Then

(f exp(−H))' = (E/T²) f exp(−H) − f (E/T²) exp(−H) = 0,

so f exp(−H) is constant on T > 0. Comparing two temperatures S and T for both functions gives

f_w(T) f_{−w}(S) = f_w(S) f_{−w}(T).

Here S is a second temperature, not an entropy. In the lemma below, `a` is the rate function and `g`, `k` are the two solutions. The code builds H as an integral starting at 1, `key` proves the constancy, and the last two lines cancel the exponentials.

```lean
/-- Two solutions of the same linear law `f' = a f` on `T > 0`, with `a` continuous there,
are proportional to each other. -/
theorem linear_law_proportional {a g k : ℝ → ℝ} (ha : ContinuousOn a (Set.Ioi 0))
    (hg : ∀ T, 0 < T → HasDerivAt g (a T * g T) T)
    (hk : ∀ T, 0 < T → HasDerivAt k (a T * k T) T)
    {S T : ℝ} (hS : 0 < S) (hT : 0 < T) : g T * k S = g S * k T := by
  -- an antiderivative `H` of the rate `a`
  obtain ⟨H, hH⟩ : ∃ H : ℝ → ℝ, ∀ t, 0 < t → HasDerivAt H (a t) t := by
    refine ⟨fun t => ∫ s in (1 : ℝ)..t, a s, fun t ht => ?_⟩
    have hi : IntervalIntegrable a MeasureTheory.volume 1 t :=
      (ha.mono fun s hs => lt_of_lt_of_le (lt_min one_pos ht) hs.1).intervalIntegrable
    exact intervalIntegral.integral_hasDerivAt_right hi
      (ha.stronglyMeasurableAtFilter isOpen_Ioi t ht) (ha.continuousAt (Ioi_mem_nhds ht))
  -- the integrating factor `exp (-H)` turns every solution into a constant
  have key : ∀ f : ℝ → ℝ, (∀ t, 0 < t → HasDerivAt f (a t * f t) t) →
      f S * Real.exp (-H S) = f T * Real.exp (-H T) := by
    intro f hf
    have hd : ∀ t, 0 < t → HasDerivAt (fun s => f s * Real.exp (-H s)) 0 t := fun t ht =>
      ((hf t ht).fun_mul (hH t ht).fun_neg.exp).congr_deriv (by ring)
    exact isOpen_Ioi.is_const_of_deriv_eq_zero isPreconnected_Ioi
      (fun t ht => (hd t ht).differentiableAt.differentiableWithinAt)
      (fun t ht => (hd t ht).deriv) hS hT
  have h1 := key g hg
  have h2 := key k hk
  have hne : Real.exp (-H T) * Real.exp (-H S) ≠ 0 := by positivity
  apply mul_right_cancel₀ hne
  linear_combination (-(k S * Real.exp (-H S))) * h1 + (g S * Real.exp (-H S)) * h2
```

Q: Where does the high-temperature condition enter?

A: Divide the proportionality by E(S) and let S → ∞. If E(S) → ∞, then

f_a(S)/E(S) = (1 − a/(2E(S))) exp(a/(2S)) → 1

for both signs, which leaves f_w(T) = f_{−w}(T). With x = w/(2T),

(E − w/2) eˣ = (E + w/2) e⁻ˣ,
E (eˣ − e⁻ˣ) = (w/2)(eˣ + e⁻ˣ),
E = (w/2) coth x.

In the proof, `hd` is the linear law, `hl` the limit of f_a/E, and `h0` the equality left by uniqueness of limits. Only unbounded growth of E is used, which is weaker than equipartition.

```lean
/-- For `w > 0`, a solution of Planck's equation whose energy grows without bound at high
temperature is the law `(w/2) coth(w/(2T))` at every `T > 0`. -/
theorem eq_planckEnergy_of_tendsto_atTop {w : ℝ} (hw : 0 < w) {E : ℝ → ℝ}
    (hE : PlanckEquation w E) (hlim : Tendsto E atTop atTop) {T : ℝ} (hT : 0 < T) :
    E T = planckEnergy w T := by
  have ha : ContinuousOn (fun S => E S / S ^ 2) (Set.Ioi 0) := fun S hS =>
    ((hE S hS).continuousAt.div (continuous_pow 2).continuousAt
      (pow_ne_zero 2 (show 0 < S from hS).ne')).continuousWithinAt
  -- for `a = w` and `a = -w` these combinations obey the same linear law
  have hd : ∀ a : ℝ, a ^ 2 = w ^ 2 → ∀ t, 0 < t →
      HasDerivAt (fun S => (E S - a / 2) * Real.exp (a / (2 * S)))
        (E t / t ^ 2 * ((E t - a / 2) * Real.exp (a / (2 * t)))) t := fun a h2 t ht =>
    (((hE t ht).sub_const (a / 2)).fun_mul (hasDerivAt_reduced a ht.ne').exp).congr_deriv
      (by linear_combination (Real.exp (a / (2 * t)) / (4 * t ^ 2)) * h2)
  -- both grow like `E` itself
  have hl : ∀ a : ℝ,
      Tendsto (fun S => (E S - a / 2) * Real.exp (a / (2 * S)) / E S) atTop (𝓝 1) := by
    intro a
    have he := (Real.continuous_exp.tendsto 0).comp (tendsto_reduced a)
    rw [Real.exp_zero] at he
    have h := ((tendsto_const_nhds (x := (1 : ℝ))).sub
      ((tendsto_const_nhds (x := a / 2)).div_atTop hlim)).mul he
    rw [sub_zero, mul_one] at h
    refine h.congr' ?_
    filter_upwards [hlim.eventually_gt_atTop 0] with S hS
    simp only [Function.comp_apply]
    rw [mul_div_right_comm, sub_div, div_self hS.ne']
  -- divide the proportionality by `E S` and let `S` tend to infinity
  have h0 := tendsto_nhds_unique_of_eventuallyEq
    ((hl (-w)).const_mul ((E T - w / 2) * Real.exp (w / (2 * T))))
    ((hl w).mul_const ((E T - -w / 2) * Real.exp (-w / (2 * T)))) (by
      filter_upwards [eventually_gt_atTop 0] with S hS
      have h := linear_law_proportional ha (hd w rfl) (hd (-w) (neg_sq w)) hS hT
      linear_combination h / E S)
  simp only [neg_div] at h0
  have hpos : 0 < Real.sinh (w / (2 * T)) := Real.sinh_pos_iff.2 (by positivity)
  unfold planckEnergy
  rw [← mul_div_assoc, eq_div_iff hpos.ne', Real.sinh_eq, Real.cosh_eq]
  linear_combination h0 / 2
```

Q: You have shown that nothing else can work. Does the coth law itself work?

A: Yes, and so does every shifted law with c ≥ 0. Put y = w/(2T) + c and E = (w/2) coth y. Then

E' = (w/2)(−1/sinh² y)(−w/(2T²)) = w²/(4T² sinh² y),
E² − w²/4 = (w²/4)(coth² y − 1) = w²/(4 sinh² y).

The two sides of Planck's equation agree. The code does the same with the quotient rule, and its `key` is the algebraic identity.

```lean
/-- For `w > 0` and `c ≥ 0` the shifted law `(w/2) coth(w/(2T) + c)` solves Planck's
equation. -/
theorem shiftedEnergy_solves {w c : ℝ} (hw : 0 < w) (hc : 0 ≤ c) :
    PlanckEquation w (shiftedEnergy w c) := by
  intro T hT
  have hne : Real.sinh (w / (2 * T) + c) ≠ 0 :=
    (Real.sinh_pos_iff.2 (by positivity)).ne'
  have hy := (hasDerivAt_reduced w hT.ne').add_const c
  have key : ∀ s k : ℝ, s ≠ 0 →
      w / 2 * ((s * (-(w / (2 * T ^ 2))) * s - k * (k * (-(w / (2 * T ^ 2))))) / s ^ 2) =
        ((w / 2 * (k / s)) ^ 2 - w ^ 2 / 4) / T ^ 2 := by
    intro s k hs
    have h := mul_inv_cancel₀ (pow_ne_zero 2 hs)
    linear_combination (-(w ^ 2 / 4 / T ^ 2)) * h
  exact ((hy.cosh.fun_div hy.sinh hne).const_mul (w / 2)).congr_deriv (key _ _ hne)
```

Q: Then the equation alone leaves a whole family.

A: It does, even if E > w/2 is added. For c > 0 the shifted energy stays above w/2 because coth y > 1, but as T → ∞ it levels off at (w/2) coth c. The equation and that lower bound therefore do not determine the law.

```lean
/-- For `w > 0` and `c > 0` the shifted law solves Planck's equation and stays above `w/2`,
yet its energy saturates at `(w/2) coth c` at high temperature. -/
theorem shiftedEnergy_saturates {w c : ℝ} (hw : 0 < w) (hc : 0 < c) :
    PlanckEquation w (shiftedEnergy w c) ∧ (∀ T, 0 < T → w / 2 < shiftedEnergy w c T) ∧
      Tendsto (shiftedEnergy w c) atTop (𝓝 (w / 2 * (Real.cosh c / Real.sinh c))) := by
  refine ⟨shiftedEnergy_solves hw hc.le, fun T hT => ?_, ?_⟩
  · have hs : 0 < Real.sinh (w / (2 * T) + c) := Real.sinh_pos_iff.2 (by positivity)
    have h1 : 1 < Real.cosh (w / (2 * T) + c) / Real.sinh (w / (2 * T) + c) :=
      (one_lt_div hs).2 (by
        linarith [Real.exp_pos (-(w / (2 * T) + c)), Real.cosh_sub_sinh (w / (2 * T) + c)])
    unfold shiftedEnergy
    nlinarith
  · have hy := (tendsto_reduced w).add_const c
    rw [zero_add] at hy
    exact (((Real.continuous_cosh.tendsto c).comp hy).div
      ((Real.continuous_sinh.tendsto c).comp hy) (Real.sinh_pos_iff.2 hc).ne').const_mul (w / 2)
```

For c = 0 the energy grows as equipartition demands:

E/T = x coth x = cosh x · (x/sinh x) → 1 as x → 0.

The limit of sinh x/x is the slope of sinh at the origin, and that is how the code obtains it.

```lean
/-- Equipartition: for `w > 0` the ratio of `(w/2) coth(w/(2T))` to `T` tends to one at high
temperature. -/
theorem planckEnergy_equipartition {w : ℝ} (hw : 0 < w) :
    Tendsto (fun T => planckEnergy w T / T) atTop (𝓝 1) := by
  -- `sinh x / x` tends to one, as the slope of `sinh` at the origin
  have hslope : Tendsto (fun x : ℝ => Real.sinh x / x) (𝓝[≠] 0) (𝓝 1) := by
    have h := hasDerivAt_iff_tendsto_slope.1 (Real.hasDerivAt_sinh 0)
    rw [Real.cosh_zero] at h
    exact h.congr fun x => by simp [slope_def_field]
  have hx : Tendsto (fun T : ℝ => w / (2 * T)) atTop (𝓝[≠] 0) := by
    refine tendsto_nhdsWithin_iff.2 ⟨tendsto_reduced w, ?_⟩
    filter_upwards [eventually_gt_atTop 0] with T hT
    exact (show w / (2 * T) ≠ 0 by positivity)
  have hc := (Real.continuous_cosh.tendsto 0).comp (tendsto_reduced w)
  rw [Real.cosh_zero] at hc
  have h := hc.mul ((hslope.comp hx).inv₀ one_ne_zero)
  rw [inv_one, mul_one] at h
  refine h.congr fun T => ?_
  simp only [planckEnergy, Function.comp_apply, inv_div]
  ring
```

Q: What does the final statement say in words?

A: For w > 0 and any real function E, two things are equivalent: E obeys Planck's equation with E(T)/T → 1, and E(T) = (w/2) coth(w/(2T)) at every T > 0. Forwards, equipartition makes E unbounded and the uniqueness result applies. Backwards, E agrees with the coth law near each T > 0, so it has the same derivative there.

```lean
/-- For `w > 0`, an energy function obeys Planck's equation and equipartition `E(T)/T → 1` at
high temperature exactly when `E(T) = (w/2) coth(w/(2T))` for all `T > 0`. -/
theorem planck_equation_iff {w : ℝ} (hw : 0 < w) (E : ℝ → ℝ) :
    (PlanckEquation w E ∧ Tendsto (fun T => E T / T) atTop (𝓝 1)) ↔
      ∀ T, 0 < T → E T = planckEnergy w T := by
  constructor
  · rintro ⟨hE, hlim⟩ T hT
    -- equipartition makes the energy unbounded
    have hinf : Tendsto E atTop atTop := by
      refine (hlim.pos_mul_atTop one_pos tendsto_id).congr' ?_
      filter_upwards [eventually_gt_atTop 0] with S hS
      exact div_mul_cancel₀ (E S) hS.ne'
    exact eq_planckEnergy_of_tendsto_atTop hw hE hinf hT
  · intro h
    have e : shiftedEnergy w 0 = planckEnergy w := by
      funext T
      simp only [shiftedEnergy, planckEnergy, add_zero]
    have hsol := shiftedEnergy_solves hw (le_refl (0 : ℝ))
    rw [e] at hsol
    refine ⟨fun T hT => ?_, (planckEnergy_equipartition hw).congr' ?_⟩
    · rw [h T hT]
      refine (hsol T hT).congr_of_eventuallyEq ?_
      filter_upwards [Ioi_mem_nhds hT] with s hs using h s hs
    · filter_upwards [eventually_gt_atTop 0] with T hT
      rw [h T hT]

end

end PlanckDifferentialEquation
```

```lean
#print axioms PlanckDifferentialEquation.shiftedEnergy_saturates
#print axioms PlanckDifferentialEquation.planck_equation_iff
```

```
'PlanckDifferentialEquation.shiftedEnergy_saturates' depends on axioms: [propext, Classical.choice, Quot.sound]
'PlanckDifferentialEquation.planck_equation_iff' depends on axioms: [propext, Classical.choice, Quot.sound]
```

Q: Where would I meet this in a calculation?

A: In the vibrational energy of a crystal in the harmonic approximation, where the modes do not interact. You diagonalise the dynamical matrix, and each mode with w > 0 contributes (w/2) coth(w/(2T)). A mode with w = T contributes about 1.082 T, some 8% above the classical value.

Q: Does the argument reach beyond oscillators?

A: It also handles a two-level system with energies ±w/2, though I have worked that case only informally. There the variance gives T²E' = w²/4 − E², and the functions (E − a/2) exp(−a/(2T)) with a = ±w share the linear law f' = −(E/T²) f. Requiring E → 0 as T → ∞ then gives E = −(w/2) tanh(w/(2T)).
